# The Legendre polynomial P_n has exactly n distinct real zeros, all between −1 and 1

The function (1 − x²)x vanishes at −1, 0 and 1, so by Rolle's theorem its derivative 1 − 3x² vanishes at least once in each of the two gaps; since x is the Legendre polynomial P_1 and 1 − 3x² is −2P_2, the single zero of P_1 has produced two zeros of P_2. With a suitable power of 1 − x² as the factor, the same step leads from P_n to P_(n+1) for every natural number n.

```lean
import Mathlib

open Polynomial

namespace LegendreNodes

noncomputable section

/-- The real Legendre polynomials, defined by the Bonnet recurrence from `1` and `X`. -/
def legendreP : ℕ → ℝ[X]
  | 0 => 1
  | 1 => X
  | n + 2 => C (((n : ℝ) + 2)⁻¹) *
      (C (2 * (n : ℝ) + 3) * X * legendreP (n + 1) - C ((n : ℝ) + 1) * legendreP n)

/-- The unnormalised zonal harmonic of degree `n` as a function of the colatitude `θ`. -/
def zonalHarmonic (n : ℕ) (θ : ℝ) : ℝ := (legendreP n).eval (Real.cos θ)

/-- The Bonnet recurrence for the values of the Legendre polynomials. -/
theorem bonnet (n : ℕ) (x : ℝ) :
    ((n : ℝ) + 2) * (legendreP (n + 2)).eval x =
      (2 * (n : ℝ) + 3) * x * (legendreP (n + 1)).eval x
        - ((n : ℝ) + 1) * (legendreP n).eval x := by
  have h : (n : ℝ) + 2 ≠ 0 := by positivity
  simp only [legendreP, eval_mul, eval_sub, eval_C, eval_X]
  exact mul_inv_cancel_left₀ h _

/-- The raising relation: the slope and value of `P_n` determine `P_(n+1)`. -/
theorem raising : ∀ (n : ℕ) (x : ℝ),
    (1 - x ^ 2) * (derivative (legendreP n)).eval x =
      ((n : ℝ) + 1) * (x * (legendreP n).eval x - (legendreP (n + 1)).eval x)
  | 0, x => by simp [legendreP]
  | 1, x => by
    have p0 : legendreP 0 = 1 := by rw [legendreP]
    have p1 : legendreP 1 = X := by rw [legendreP]
    have b := bonnet 0 x
    simp only [zero_add, p0, p1, eval_one, eval_X, Nat.cast_zero] at b
    simp only [show 1 + 1 = 2 from rfl, p1, derivative_X, eval_one, eval_X, Nat.cast_one]
    linear_combination b
  | n + 2, x => by
    have h2 : (n : ℝ) + 2 ≠ 0 := by positivity
    have h0 := raising n x
    have h1 := raising (n + 1) x
    have b0 := bonnet n x
    have b1 := bonnet (n + 1) x
    -- the differentiated recurrence
    have d : ((n : ℝ) + 2) * (derivative (legendreP (n + 2))).eval x =
        (2 * (n : ℝ) + 3) * ((legendreP (n + 1)).eval x
          + x * (derivative (legendreP (n + 1))).eval x)
          - ((n : ℝ) + 1) * (derivative (legendreP n)).eval x := by
      simp only [legendreP, derivative_mul, derivative_sub, derivative_C, derivative_X,
        eval_mul, eval_sub, eval_add, eval_C, eval_X, eval_zero, eval_one]
      linear_combination ((2 * (n : ℝ) + 3) * ((legendreP (n + 1)).eval x
          + x * (derivative (legendreP (n + 1))).eval x)
          - ((n : ℝ) + 1) * (derivative (legendreP n)).eval x) * mul_inv_cancel₀ h2
    simp only [show n + 1 + 2 = n + 3 from rfl, show n + 1 + 1 = n + 2 from rfl] at h1 b1
    simp only [show n + 2 + 1 = n + 3 from rfl]
    push_cast at h1 b1 ⊢
    apply mul_left_cancel₀ h2
    linear_combination (1 - x ^ 2) * d + (2 * (n : ℝ) + 3) * x * h1 - ((n : ℝ) + 1) * h0
      - ((n : ℝ) + 1) * x * b0 + ((n : ℝ) + 2) * b1

/-- Legendre polynomials of consecutive degree have no common real zero. -/
theorem no_common_zero (n : ℕ) (x : ℝ) (h : (legendreP n).eval x = 0) :
    (legendreP (n + 1)).eval x ≠ 0 := by
  induction n with
  | zero => simp [legendreP] at h
  | succ n ih =>
    intro h'
    have b := bonnet n x
    have h'' : (legendreP (n + 2)).eval x = 0 := h'
    have hn : (n : ℝ) + 1 ≠ 0 := by positivity
    rw [h, h''] at b
    have hz : ((n : ℝ) + 1) * (legendreP n).eval x = 0 := by linarith
    exact ih ((mul_eq_zero.mp hz).resolve_left hn) h

/-- Every real zero of a Legendre polynomial is simple: the slope there is nonzero. -/
theorem zero_simple (n : ℕ) (x : ℝ) (h : (legendreP n).eval x = 0) :
    (derivative (legendreP n)).eval x ≠ 0 := by
  intro hd
  have r := raising n x
  have hn : (n : ℝ) + 1 ≠ 0 := by positivity
  rw [h, hd] at r
  have hz : ((n : ℝ) + 1) * (legendreP (n + 1)).eval x = 0 := by linarith
  exact no_common_zero n x h ((mul_eq_zero.mp hz).resolve_left hn)

/-- Between two points of `[-1,1]`, the left one `-1` or a zero of `P_n` and the right one
`1` or a zero of `P_n`, there is a zero of `P_(n+1)`. -/
theorem exists_zero_between (n : ℕ) {a b : ℝ} (ha : -1 ≤ a) (hab : a < b) (hb : b ≤ 1)
    (fa : a = -1 ∨ (legendreP n).eval a = 0) (fb : b = 1 ∨ (legendreP n).eval b = 0) :
    ∃ c, a < c ∧ c < b ∧ (legendreP (n + 1)).eval c = 0 := by
  have pos : ∀ x ∈ Set.Ioo a b, 0 < 1 - x ^ 2 := fun x hx => by
    nlinarith [mul_pos (show 0 < 1 - x by linarith [hx.2]) (show 0 < 1 + x by linarith [hx.1])]
  -- the weighted polynomial has as derivative an explicit x-dependent factor times `P_(n+1)`
  have key : ∀ x ∈ Set.Ioo a b,
      HasDerivAt (fun y : ℝ => Real.sqrt (1 - y ^ 2) ^ (n + 1) * (legendreP n).eval y)
        (((n : ℝ) + 1) * Real.sqrt (1 - x ^ 2) ^ n * (Real.sqrt (1 - x ^ 2))⁻¹
          * (-(legendreP (n + 1)).eval x)) x := by
    intro x hx
    have h1 : HasDerivAt (fun y : ℝ => 1 - y ^ 2) (-(2 * x)) x :=
      ((hasDerivAt_pow 2 x).const_sub 1).congr_deriv (by norm_num)
    have h3 := ((h1.sqrt (pos x hx).ne').fun_pow (n + 1)).fun_mul ((legendreP n).hasDerivAt x)
    refine h3.congr_deriv ?_
    have hsq := Real.sq_sqrt (pos x hx).le
    have hsi := mul_inv_cancel₀ (Real.sqrt_pos.2 (pos x hx)).ne'
    have r := raising n x
    simp only [Nat.add_sub_cancel]
    push_cast
    set s := Real.sqrt (1 - x ^ 2)
    linear_combination s ^ n * s⁻¹ * r
      + s ^ n * s⁻¹ * (derivative (legendreP n)).eval x * hsq
      - s ^ (n + 1) * (derivative (legendreP n)).eval x * hsi
  have ea : Real.sqrt (1 - a ^ 2) ^ (n + 1) * (legendreP n).eval a = 0 := by
    rcases fa with h | h <;> simp [h]
  have eb : Real.sqrt (1 - b ^ 2) ^ (n + 1) * (legendreP n).eval b = 0 := by
    rcases fb with h | h <;> simp [h]
  have cont : Continuous
      (fun y : ℝ => Real.sqrt (1 - y ^ 2) ^ (n + 1) * (legendreP n).eval y) :=
    (by fun_prop : Continuous fun y : ℝ => Real.sqrt (1 - y ^ 2) ^ (n + 1)).mul
      (legendreP n).continuous
  -- Rolle's theorem
  obtain ⟨c, hc, h0⟩ := exists_hasDerivAt_eq_zero hab cont.continuousOn (ea.trans eb.symm) key
  have hs := (Real.sqrt_pos.2 (pos c hc)).ne'
  have hn : (n : ℝ) + 1 ≠ 0 := by positivity
  exact ⟨c, hc.1, hc.2, neg_eq_zero.mp ((mul_eq_zero.mp h0).resolve_left
    (mul_ne_zero (mul_ne_zero hn (pow_ne_zero _ hs)) (inv_ne_zero hs)))⟩

/-- The degree of `P_n` is at most `n`. -/
theorem natDegree_le : ∀ n : ℕ, (legendreP n).natDegree ≤ n
  | 0 => by simp [legendreP]
  | 1 => by simp [legendreP]
  | n + 2 => by
    have h0 := natDegree_le n
    have h1 := natDegree_le (n + 1)
    rw [legendreP]
    refine (natDegree_C_mul_le _ _).trans ((natDegree_sub_le _ _).trans (max_le ?_ ?_))
    · have hX : (C (2 * (n : ℝ) + 3) * X).natDegree ≤ 1 :=
        (natDegree_C_mul_le _ _).trans natDegree_X_le
      exact natDegree_mul_le.trans (by omega)
    · exact (natDegree_C_mul_le _ _).trans (by omega)

/-- **Zeros of the Legendre polynomials.** `P_n` has exactly `n` distinct real zeros, and
all of them lie in the open interval `(-1,1)`. -/
theorem legendre_zeros (n : ℕ) : ∃ s : Finset ℝ, s.card = n ∧
    (∀ x ∈ s, -1 < x ∧ x < 1) ∧ ∀ x, (legendreP n).eval x = 0 ↔ x ∈ s := by
  have hne : ∀ m, legendreP m ≠ 0 := fun m h =>
    zero_simple m 0 (by simp [h]) (by simp [h])
  let nodes : ℕ → Finset ℝ := fun m =>
    (legendreP m).roots.toFinset.filter (fun x => -1 < x ∧ x < 1)
  have mem : ∀ m x, x ∈ nodes m ↔ (legendreP m).eval x = 0 ∧ -1 < x ∧ x < 1 := by
    intro m x
    simp only [nodes, Finset.mem_filter, Multiset.mem_toFinset, mem_roots (hne m), IsRoot.def]
  -- lower bound: the zeros of successive degrees interleave
  have lower : ∀ m, m ≤ (nodes m).card := by
    intro m
    induction m with
    | zero => exact Nat.zero_le _
    | succ m ih =>
      have h : (insert (-1 : ℝ) (insert 1 (nodes m))).card ≤ (nodes (m + 1)).card + 1 := by
        apply Finset.card_le_of_interleaved
        intro x hx y hy hxy _
        simp only [Finset.mem_insert, mem] at hx hy
        have bx : -1 ≤ x := by rcases hx with h | h | h <;> linarith [h]
        have hy1 : y ≤ 1 := by rcases hy with h | h | h <;> linarith [h]
        have fx : x = -1 ∨ (legendreP m).eval x = 0 := by
          rcases hx with h | h | h
          · exact Or.inl h
          · exfalso; linarith
          · exact Or.inr h.1
        have fy : y = 1 ∨ (legendreP m).eval y = 0 := by
          rcases hy with h | h | h
          · exfalso; linarith
          · exact Or.inl h
          · exact Or.inr h.1
        obtain ⟨c, h1, h2, h3⟩ := exists_zero_between m bx hxy hy1 fx fy
        exact ⟨c, (mem _ _).2 ⟨h3, by linarith, by linarith⟩, h1, h2⟩
      have n1 : (1 : ℝ) ∉ nodes m := fun h => lt_irrefl _ ((mem _ _).1 h).2.2
      have n2 : (-1 : ℝ) ∉ insert 1 (nodes m) := by
        intro h
        rcases Finset.mem_insert.1 h with h | h
        · norm_num at h
        · exact lt_irrefl _ ((mem _ _).1 h).2.1
      rw [Finset.card_insert_of_notMem n2, Finset.card_insert_of_notMem n1] at h
      omega
  -- upper bound: the degree
  have upper : (legendreP n).roots.toFinset.card ≤ n :=
    (Multiset.toFinset_card_le _).trans ((card_roots' _).trans (natDegree_le n))
  have sub : nodes n ⊆ (legendreP n).roots.toFinset := Finset.filter_subset _ _
  have heq := Finset.eq_of_subset_of_card_le sub (upper.trans (lower n))
  refine ⟨nodes n, le_antisymm ((Finset.card_le_card sub).trans upper) (lower n),
    fun x hx => ((mem n x).1 hx).2, fun x => ⟨fun h => ?_, fun h => ((mem n x).1 h).1⟩⟩
  rw [heq]
  exact Multiset.mem_toFinset.2 ((mem_roots (hne n)).2 h)

/-- The zonal harmonic of degree `n` vanishes at exactly `n` colatitudes in `[0,π]`, all
strictly between the poles. -/
theorem zonal_nodal_circles (n : ℕ) : ∃ t : Finset ℝ, t.card = n ∧
    (∀ θ ∈ t, 0 < θ ∧ θ < Real.pi) ∧
    ∀ θ, 0 ≤ θ → θ ≤ Real.pi → (zonalHarmonic n θ = 0 ↔ θ ∈ t) := by
  obtain ⟨s, hc, hs, hr⟩ := legendre_zeros n
  have hcos : ∀ x ∈ s, Real.cos (Real.arccos x) = x := fun x hx =>
    Real.cos_arccos (hs x hx).1.le (hs x hx).2.le
  refine ⟨s.image Real.arccos, ?_, ?_, ?_⟩
  · rw [Finset.card_image_of_injOn, hc]
    intro x hx y hy hxy
    rw [← hcos x hx, ← hcos y hy, hxy]
  · intro θ hθ
    obtain ⟨x, hx, rfl⟩ := Finset.mem_image.1 hθ
    refine ⟨Real.arccos_pos.2 (hs x hx).2, lt_of_le_of_ne (Real.arccos_le_pi x) fun h => ?_⟩
    have h' := hcos x hx
    rw [h, Real.cos_pi] at h'
    linarith [(hs x hx).1]
  · intro θ h0 hpi
    constructor
    · intro h
      exact Finset.mem_image.2 ⟨Real.cos θ, (hr _).1 h, Real.arccos_cos h0 hpi⟩
    · intro h
      obtain ⟨x, hx, rfl⟩ := Finset.mem_image.1 h
      rw [zonalHarmonic, hcos x hx]
      exact (hr x).2 hx

end

end LegendreNodes
```

```lean
#print axioms LegendreNodes.legendre_zeros
#print axioms LegendreNodes.zonal_nodal_circles
```

```
'LegendreNodes.legendre_zeros' depends on axioms: [propext, Classical.choice, Quot.sound]
'LegendreNodes.zonal_nodal_circles' depends on axioms: [propext, Classical.choice, Quot.sound]
```

## Zeros on the interval and circles on the sphere

`legendreP n` is a polynomial with real coefficients, written P_n below. It is defined by P_0 = 1, P_1 = X and the Bonnet recurrence, which `bonnet` states for the values at a real number x:

(n+2) P_(n+2)(x) = (2n+3) x P_(n+1)(x) − (n+1) P_n(x).

This fixes the usual scale, in which P_2 = (3x² − 1)/2. Rodrigues' formula, the Legendre differential equation and orthogonality play no part in the definition or in the proof.

The theorem `legendre_zeros` says that for every n there is a finite set s of real numbers with three properties: it has n elements, each of them lies strictly between −1 and 1, and a real x satisfies P_n(x) = 0 if and only if x belongs to s. The "if and only if" ranges over all real x, so zeros outside the interval are excluded too. A `Finset` has no repeated elements, so the count is of distinct zeros. That each zero is simple is the separate theorem `zero_simple`. For n = 0 the set is empty, as it should be for the constant 1.

`zonalHarmonic n θ` is P_n(cos θ), where θ is the colatitude, the angle from the north pole. The normalised spherical harmonic with l = n and m = 0 is √((2n+1)/4π) times this function, and the positive factor doesn't move any zero. `zonal_nodal_circles` says that within 0 ≤ θ ≤ π the function vanishes at exactly n colatitudes, none of them a pole. The restriction on θ is needed because the cosine is periodic: over all real θ, every n ≥ 1 would give infinitely many zeros.

The file speaks of colatitudes only. A zonal harmonic doesn't depend on the azimuth, so each such θ is a whole circle of latitude on the sphere. For n = 2 the circles lie at cos θ = ±1/√3, one about 54.7° from the north pole and the other equally far from the south pole.

For one electron in a central potential, an orbital with m = 0 and angular momentum l therefore has l angular nodal surfaces; these are cones around the z axis, one of which flattens into the plane z = 0 when l is odd. Harmonics with m ≠ 0 and the nodes of the radial function are not treated.

## The slope of P_n yields P_(n+1)

The proof rests on the relation called `raising`:

(1 − x²) P_n′(x) = (n+1) (x P_n(x) − P_(n+1)(x)).

It is proved by induction with two base cases. For n = 0 both sides are 0. For n = 1 the left side is 1 − x², and the right side is 2x² − (3x² − 1), which is the same.

For the step, assume the relation for n and n+1. Differentiate the Bonnet recurrence (this is `d` in the code) and multiply by 1 − x²:

(n+2)(1 − x²) P_(n+2)′ = (2n+3) [(1 − x²) P_(n+1) + x (1 − x²) P_(n+1)′] − (n+1)(1 − x²) P_n′.

Insert the two assumed relations:

(n+2)(1 − x²) P_(n+2)′ = (2n+3)(1 − x²) P_(n+1) + (2n+3)(n+2) x (x P_(n+1) − P_(n+2)) − (n+1)² (x P_n − P_(n+1)).

Now remove P_n with the recurrence in the form (n+1) P_n = (2n+3) x P_(n+1) − (n+2) P_(n+2). The terms in x² P_(n+1) cancel. What remains of P_(n+1) has the coefficient (2n+3) + (n+1)² = (n+2)², and P_(n+2) has the coefficient −(n+2)² x. Division by n+2 gives

(1 − x²) P_(n+2)′ = (n+2) (P_(n+1) − x P_(n+2)).

The next recurrence reads (n+2) P_(n+1) = (2n+5) x P_(n+2) − (n+3) P_(n+3). Substituting it turns the right side into (n+3)(x P_(n+2) − P_(n+3)), which is the relation for n+2. In Lean, `linear_combination` is given the same equations with their multipliers, and the remaining algebra is checked by ring arithmetic.

## Every zero is simple

Suppose P_(n+1) and P_(n+2) both vanish at x. The recurrence leaves (n+1) P_n(x) = 0, so P_n vanishes there as well. Descending in this way ends at P_0(x) = 0, which contradicts P_0 = 1. This is `no_common_zero`, with the descent written as an induction.

If P_n and P_n′ both vanished at x, the raising relation would give P_(n+1)(x) = 0, and consecutive polynomials would share a zero. Hence the slope at a zero is never 0, which is `zero_simple`. It also shows that P_n is not the zero polynomial, since that would have both value and slope 0 everywhere. The root count needs this fact.

## Rolle's theorem supplies the zeros of P_(n+1)

Consider on [−1, 1] the function

f(x) = (1 − x²)^((n+1)/2) P_n(x).

It vanishes at −1, at 1 and at every zero of P_n. Inside the interval the product rule and the raising relation give

f′(x) = (1 − x²)^((n−1)/2) [(1 − x²) P_n′(x) − (n+1) x P_n(x)]
= −(n+1) (1 − x²)^((n−1)/2) P_(n+1)(x).

The factor in front of P_(n+1) is never 0 for −1 < x < 1. Between any two zeros of f, Rolle's theorem gives a point where f′ = 0, and there P_(n+1) = 0. That is `exists_zero_between`; its hypotheses `fa` and `fb` say that the left end is −1 or a zero of P_n and that the right end is 1 or a zero of P_n. For n = 0 the function is √(1 − x²), whose slope diverges at ±1. Rolle's theorem asks only for continuity at the ends, so this does no harm.

The half-integer exponent invites a mistake in Lean. With n a natural number, `(n + 1) / 2` is division with the remainder thrown away, so for n = 2 the exponent 3/2 would become 1. The function would still vanish at the right points, but its derivative would no longer be a multiple of P_3. The file avoids this by taking the square root first and raising it to the whole power `n + 1`.

## The degree leaves room for no further zeros

Let `nodes m` be the set of zeros of P_m in (−1, 1). If it has at least m elements, then adding −1 and 1 gives at least m + 2 points, with at least m + 1 gaps between neighbours. Each gap contains a zero of P_(m+1), so `nodes (m + 1)` has at least m + 1 elements. Starting from m = 0, where there is nothing to show, this proves the lower bound for every m. The Mathlib lemma `Finset.card_le_of_interleaved` does the counting of gaps.

For the upper bound, each use of the recurrence raises the degree by at most one, so P_n has degree at most n (`natDegree_le`). Being nonzero, it has at most n distinct real roots. The roots inside the interval already number at least n, so they are all the real roots, and there are exactly n of them.

To pass to the sphere, `zonal_nodal_circles` applies the arccosine to each zero. On [−1, 1] the arccosine is one-to-one, so the n zeros give n different colatitudes. A zero strictly between −1 and 1 gives an angle strictly between 0 and π. Conversely, if P_n(cos θ) = 0 with 0 ≤ θ ≤ π, then cos θ is one of the n zeros and θ is its arccosine.
